# A number penalty stronger than $E_n-E_{\min}$ selects the $n$-particle ground states

Let $H$ and $N$ be commuting Hermitian matrices of finite size, and let $N$ have integer eigenvalues, $n$ among them. Write $E_n$ for the lowest energy of $H$ on the sector $N=n$ and $E_{\min}$ for its lowest energy overall. If $\mu>E_n-E_{\min}$, then
$$K=H+\mu(N-n)^2$$
has lowest eigenvalue $E_n$, and every ground vector $\psi$ of $K$ satisfies $N\psi=n\psi$.

The Jordan–Wigner map from fermions to qubits represents all particle numbers at once. For a finite set of orbitals, the penalty turns the $n$-electron problem into an unrestricted search for a lowest eigenvalue.

## Energies shifted sector by sector

If $N\varphi=m\varphi$, then $K\varphi=H\varphi+\mu(m-n)^2\varphi$. An energy $e$ of $H$ in sector $m$ therefore becomes $e+\mu(m-n)^2$, and sector $n$ is unchanged.

These are all the eigenvalues of $K$. Let $K\psi=\kappa\psi$ and split $\psi=\sum_m\psi_m$ into eigenvectors of $N$. Since $K$ commutes with $N$, it preserves each sector, so $K\psi_m=\kappa\psi_m$ for every $m$. If $N\psi\neq n\psi$, some $\psi_m$ with $m\ne n$ is nonzero, and $\kappa=e+\mu(m-n)^2$ for an energy $e$ of that sector. If $N\psi=n\psi$, then $\kappa\geq E_n$.

Hence $K$ selects sector $n$ exactly when
$$E_n<e+\mu(m-n)^2\quad\text{for every energy } e \text{ in every sector } m\neq n.$$
Equality would give a ground vector in the wrong sector, and the reverse inequality a lower eigenvalue.

Now let $\mu>E_n-E_{\min}\geq0$. Distinct integers satisfy $(m-n)^2\geq1$, so
$$e+\mu(m-n)^2\geq E_{\min}+\mu>E_n.$$
If $E_{\min}$ occurs in a sector $m=n\pm1$, the criterion with $e=E_{\min}$ reads $E_n<E_{\min}+\mu$, so the bound is also necessary.

Integrality keeps the other eigenvalues of $N$ at least one unit away from $n$. Without that spacing the bound can fail: for $N=\mathrm{diag}(0,\tfrac12)$, $H=\mathrm{diag}(0,-1)$, $n=0$ and $\mu=2>1$, one finds $K=\mathrm{diag}(0,-\tfrac12)$, whose ground vector lies in the wrong sector.

## The penalty on two qubits

Take two sites with hopping $H=-\tfrac12(X_1X_2+Y_1Y_2)$ and number $N=1-\tfrac12(Z_1+Z_2)$. For $n=2$ the penalty operator is
$$(N-2)^2=\tfrac32+Z_1+Z_2+\tfrac12Z_1Z_2 .$$
The eigenvalues of $K$ are $4\mu$ for the empty state, $\mu\pm1$ for one particle and $0$ for two, so the pair state is the unique ground state exactly when $\mu>1$.

In a larger calculation $E_n$ and $E_{\min}$ are unknown, but bounds suffice. The energy of any normalised $n$-particle trial state lies at or above $E_n$, and minus the sum of the absolute Pauli coefficients of $H$ lies at or below $E_{\min}$. Any $\mu$ above the difference of the two is large enough.

## Eigenvectors and sector energies in Lean

```lean
import Mathlib

open Matrix
open scoped ComplexOrder

namespace ParticleNumberPenalty

variable {ι : Type*} [Fintype ι]
```

The index type `ι` labels the basis states, and `*ᵥ` applies a matrix to a vector. Eigenvectors are nonzero but need not be normalised.

```lean
/-- The nonzero vector `ψ` is an eigenvector of `A` with real eigenvalue `a`. -/
def IsEigen (A : Matrix ι ι ℂ) (a : ℝ) (ψ : ι → ℂ) : Prop :=
  ψ ≠ 0 ∧ A *ᵥ ψ = (a : ℂ) • ψ
```

Lowest energies are least elements of sets of real eigenvalues, so each is attained.

```lean
/-- `E` is the lowest real eigenvalue of `A`. -/
def IsGroundEnergy (A : Matrix ι ι ℂ) (E : ℝ) : Prop :=
  IsLeast {e | ∃ ψ, IsEigen A e ψ} E

/-- `E` is the lowest real eigenvalue of `H` among eigenvectors with particle number `n`. -/
def IsSectorEnergy (H N : Matrix ι ι ℂ) (n : ℤ) (E : ℝ) : Prop :=
  IsLeast {e | ∃ ψ, IsEigen H e ψ ∧ IsEigen N n ψ} E
```

In the theorems below, `E` stands for $E_n$ and `Emin` for $E_{\min}$.

```lean
/-- Every real eigenvalue of `N` is an integer. -/
def IntegerSpectrum (N : Matrix ι ι ℂ) : Prop :=
  ∀ a ψ, IsEigen N a ψ → ∃ m : ℤ, a = m
```

Nothing here refers to fermions: any Hermitian matrix `N` that has integer spectrum and commutes with `H` will do.

## Existence of the sector energy

The next lemma restricts `A` to the invariant subspace `W`, takes a complex eigenvalue there, and shows it to be real by comparing $\langle v,Av\rangle$ with $\langle Av,v\rangle$.

```lean
/-- A Hermitian matrix has an eigenvector with real eigenvalue in every nonzero subspace
that it maps into itself. -/
theorem exists_eigen_in {A : Matrix ι ι ℂ} (hA : A.IsHermitian) (W : Submodule ℂ (ι → ℂ))
    (hW : ∀ φ ∈ W, A *ᵥ φ ∈ W) (h : ∃ φ ∈ W, φ ≠ 0) :
    ∃ a : ℝ, ∃ φ ∈ W, IsEigen A a φ := by
  obtain ⟨φ, hφ, h0⟩ := h
  have : Nontrivial W := ⟨⟨⟨φ, hφ⟩, 0, fun h => h0 (congrArg Subtype.val h)⟩⟩
  let f : Module.End ℂ W := A.mulVecLin.restrict hW
  obtain ⟨a, ha⟩ := Module.End.exists_eigenvalue f
  obtain ⟨v, hv⟩ := ha.exists_hasEigenvector
  have hv1 : A *ᵥ (v : ι → ℂ) = a • (v : ι → ℂ) := by
    have h2 := congrArg Subtype.val hv.apply_eq_smul
    exact h2
  have hv0 : (v : ι → ℂ) ≠ 0 := fun h => hv.2 (Subtype.ext h)
  -- the eigenvalue equals its own conjugate
  have hr : star a = a := by
    have h1 : star (v : ι → ℂ) ⬝ᵥ (A *ᵥ (v : ι → ℂ)) =
        star (A *ᵥ (v : ι → ℂ)) ⬝ᵥ (v : ι → ℂ) := by
      rw [Matrix.star_mulVec, hA.eq, Matrix.dotProduct_mulVec]
    rw [hv1, star_smul, dotProduct_smul, smul_dotProduct, smul_eq_mul, smul_eq_mul] at h1
    exact (mul_right_cancel₀ (fun h => hv0 (dotProduct_star_self_eq_zero.mp h)) h1).symm
  exact ⟨a.re, v, v.2, hv0, by rw [Complex.conj_eq_iff_re.mp hr]; exact hv1⟩

/-- If `K` commutes with `B`, then `B` maps solutions of `K χ = e χ` to solutions. -/
theorem eigen_of_commute {K B : Matrix ι ι ℂ} (hc : Commute K B) {e : ℂ} {χ : ι → ℂ}
    (h : K *ᵥ χ = e • χ) : K *ᵥ (B *ᵥ χ) = e • (B *ᵥ χ) := by
  rw [Matrix.mulVec_mulVec, hc.eq, ← Matrix.mulVec_mulVec, h, Matrix.mulVec_smul]
```

By this second lemma, `H` preserves the sector $N=n$. The sector therefore contains an eigenvector of `H`, and since a matrix has finitely many eigenvalues, a lowest energy exists.

```lean
/-- For a Hermitian `H` commuting with `N`, the lowest energy at particle number `n` exists whenever
`n` is an eigenvalue of `N`. -/
theorem exists_sectorEnergy {H N : Matrix ι ι ℂ} (hH : H.IsHermitian) (hc : Commute H N)
    {n : ℤ} (hn : ∃ ψ, IsEigen N n ψ) : ∃ E, IsSectorEnergy H N n E := by
  have hne : {e : ℝ | ∃ ψ, IsEigen H e ψ ∧ IsEigen N n ψ}.Nonempty := by
    obtain ⟨ψ, h0, hψ⟩ := hn
    obtain ⟨e, φ, hφ, he⟩ := exists_eigen_in hH
      (Module.End.eigenspace N.mulVecLin ((n : ℝ) : ℂ))
      (fun φ hφ => Module.End.mem_eigenspace_iff.2
        (eigen_of_commute hc.symm (Module.End.mem_eigenspace_iff.1 hφ)))
      ⟨ψ, Module.End.mem_eigenspace_iff.2 hψ, h0⟩
    exact ⟨e, φ, he, he.1, Module.End.mem_eigenspace_iff.1 hφ⟩
  -- a matrix has finitely many eigenvalues
  have hfin : {e : ℝ | ∃ ψ, IsEigen H e ψ ∧ IsEigen N n ψ}.Finite := by
    refine ((Module.End.finite_spectrum H.mulVecLin).preimage
      Complex.ofReal_injective.injOn).subset ?_
    rintro e ⟨ψ, hψ, -⟩
    exact (Module.End.hasEigenvalue_of_hasEigenvector
      ⟨Module.End.mem_eigenspace_iff.2 hψ.2, hψ.1⟩).mem_spectrum
  obtain ⟨E, hE, hmin⟩ := Set.exists_min_image _ id hfin hne
  exact ⟨E, hE, fun e he => hmin e he⟩
```

## The penalised matrix and the exact criterion

```lean
variable [DecidableEq ι]

/-- The Hamiltonian with a quadratic number penalty, `H + μ (N - n)²`. -/
def penalised (H N : Matrix ι ι ℂ) (μ : ℝ) (n : ℤ) : Matrix ι ι ℂ :=
  H + (μ : ℂ) • (N - (n : ℂ) • (1 : Matrix ι ι ℂ)) ^ 2
```

`SelectsSector` holds both halves of the conclusion: the value of the lowest eigenvalue and the particle number of every ground vector.

```lean
/-- The penalised matrix has lowest real eigenvalue `E`, and all its eigenvectors for `E` have
particle number `n`. -/
def SelectsSector (H N : Matrix ι ι ℂ) (μ : ℝ) (n : ℤ) (E : ℝ) : Prop :=
  IsGroundEnergy (penalised H N μ n) E ∧
    ∀ ψ, IsEigen (penalised H N μ n) E ψ → N *ᵥ ψ = (n : ℂ) • ψ
```

The sector shift comes first.

```lean
/-- On vectors with particle number `m`, the penalty shifts each energy by `μ (m - n)²`. -/
theorem penalised_eigen_iff {H N : Matrix ι ι ℂ} {μ e : ℝ} {m n : ℤ} {φ : ι → ℂ}
    (hφ : IsEigen N m φ) :
    IsEigen (penalised H N μ n) (e + μ * ((m : ℝ) - n) ^ 2) φ ↔ IsEigen H e φ := by
  have h : (N - (n : ℂ) • (1 : Matrix ι ι ℂ)) *ᵥ φ = ((m : ℂ) - n) • φ := by
    rw [Matrix.sub_mulVec, Matrix.smul_mulVec, Matrix.one_mulVec, hφ.2, sub_smul,
      Complex.ofReal_intCast]
  have hK : penalised H N μ n *ᵥ φ = H *ᵥ φ + ((μ : ℂ) * ((m : ℂ) - n) ^ 2) • φ := by
    rw [penalised, Matrix.add_mulVec, Matrix.smul_mulVec, pow_two, ← Matrix.mulVec_mulVec,
      h, Matrix.mulVec_smul, h]
    module
  unfold IsEigen
  rw [hK]
  push_cast
  rw [add_smul, add_left_inj]
```

The next lemma replaces the splitting $\psi=\sum_m\psi_m$. It applies `T`, which is $N-n$, to the eigenspace of `K`; this removes the component in sector $n$. The image is nonzero and invariant under `N`, so it contains an eigenvector $\varphi=T\chi$ of `N`. Were its particle number $n$, then $T\varphi=0$ and $\langle\varphi,\varphi\rangle=\langle\chi,T\varphi\rangle=0$, a contradiction.

```lean
/-- Let `K` commute with a Hermitian `N` of integer spectrum. If an eigenvector of `K` does not
have particle number `n`, then some sector `m ≠ n` has an eigenvector of the same energy. -/
theorem exists_other_sector {K N : Matrix ι ι ℂ} (hN : N.IsHermitian)
    (hZ : IntegerSpectrum N) (hc : Commute K N) {e : ℝ} {n : ℤ} {ψ : ι → ℂ}
    (hψ : IsEigen K e ψ) (hn : N *ᵥ ψ ≠ (n : ℂ) • ψ) :
    ∃ m : ℤ, m ≠ n ∧ ∃ φ, IsEigen K e φ ∧ IsEigen N m φ := by
  obtain ⟨T, hTdef⟩ : ∃ T, T = N - (n : ℂ) • (1 : Matrix ι ι ℂ) := ⟨_, rfl⟩
  have hTv : ∀ χ, T *ᵥ χ = N *ᵥ χ - (n : ℂ) • χ := fun χ => by
    rw [hTdef, Matrix.sub_mulVec, Matrix.smul_mulVec, Matrix.one_mulVec]
  have hT : Tᴴ = T := by
    simp [hTdef, Matrix.conjTranspose_sub, Matrix.conjTranspose_smul, hN.eq]
  have hKT : Commute K T := by
    rw [hTdef]; exact hc.sub_right ((Commute.one_right K).smul_right _)
  have hNT : Commute N T := by
    rw [hTdef]; exact (Commute.refl N).sub_right ((Commute.one_right N).smul_right _)
  -- look for an eigenvector of N in the image of the K-eigenspace under N - n
  obtain ⟨a, φ, ⟨χ, hχ, hχφ⟩, ha⟩ := exists_eigen_in hN
    ((Module.End.eigenspace K.mulVecLin (e : ℂ)).map T.mulVecLin)
    (by
      rintro _ ⟨χ, hχ, rfl⟩
      refine ⟨N *ᵥ χ, Module.End.mem_eigenspace_iff.2
        (eigen_of_commute hc (Module.End.mem_eigenspace_iff.1 hχ)), ?_⟩
      simp only [Matrix.mulVecLin_apply, Matrix.mulVec_mulVec, hNT.eq])
    ⟨T *ᵥ ψ, ⟨ψ, Module.End.mem_eigenspace_iff.2 hψ.2, rfl⟩, by
      rw [hTv]; exact sub_ne_zero.mpr hn⟩
  have hφ : T *ᵥ χ = φ := hχφ
  obtain ⟨m, rfl⟩ := hZ a φ ha
  refine ⟨m, ?_, φ, ⟨ha.1, ?_⟩, ha⟩
  · -- (N - n)² χ = 0 would force (N - n) χ = 0
    rintro rfl
    have h0 : T *ᵥ φ = 0 := by rw [hTv, ha.2, Complex.ofReal_intCast, sub_self]
    apply ha.1
    apply dotProduct_star_self_eq_zero.mp
    calc star φ ⬝ᵥ φ = star χ ⬝ᵥ (T *ᵥ φ) := by
          rw [Matrix.dotProduct_mulVec, ← hφ, Matrix.star_mulVec, hT]
      _ = 0 := by rw [h0, dotProduct_zero]
  · rw [← hφ]
    exact eigen_of_commute hKT (Module.End.mem_eigenspace_iff.1 hχ)
```

In the criterion, `hout` states that eigenvectors outside the sector lie strictly above `E`. Hermiticity of `H` is not assumed here; for Hermitian `H`, the real eigenvalues are all of them.

```lean
/-- Exact criterion: for `H` commuting with a Hermitian `N` of integer spectrum, the penalty
selects sector `n` if and only if it lifts every energy of every other sector above `E`, the
lowest energy of sector `n`. -/
theorem selectsSector_iff {H N : Matrix ι ι ℂ} (hN : N.IsHermitian)
    (hZ : IntegerSpectrum N) (hc : Commute H N) {μ E : ℝ} {n : ℤ}
    (hE : IsSectorEnergy H N n E) :
    SelectsSector H N μ n E ↔ ∀ m : ℤ, m ≠ n → ∀ e : ℝ,
      (∃ φ, IsEigen H e φ ∧ IsEigen N m φ) → E < e + μ * ((m : ℝ) - n) ^ 2 := by
  constructor
  · rintro ⟨hG, hall⟩ m hm e ⟨φ, hHφ, hNφ⟩
    have hK := (penalised_eigen_iff (μ := μ) (n := n) hNφ).2 hHφ
    refine lt_of_le_of_ne (hG.2 ⟨φ, hK⟩) fun heq => hm ?_
    rw [← heq] at hK
    have h1 := hall φ hK
    rw [hNφ.2, Complex.ofReal_intCast] at h1
    exact_mod_cast smul_left_injective ℂ hNφ.1 h1
  · intro hgap
    have hKN : Commute (penalised H N μ n) N :=
      hc.add_left (((((Commute.refl N).sub_left
        ((Commute.one_left N).smul_left _)).pow_left 2)).smul_left _)
    -- an eigenvector outside the sector lies strictly above E
    have hout : ∀ e ψ, IsEigen (penalised H N μ n) e ψ →
        N *ᵥ ψ ≠ (n : ℂ) • ψ → E < e := by
      intro e ψ hψ hne
      obtain ⟨m, hm, φ, hKφ, hNφ⟩ := exists_other_sector hN hZ hKN hψ hne
      have h1 : IsEigen H (e - μ * ((m : ℝ) - n) ^ 2) φ :=
        (penalised_eigen_iff (μ := μ) (n := n) hNφ).1 (by rwa [sub_add_cancel])
      linarith [hgap m hm _ ⟨φ, h1, hNφ⟩]
    refine ⟨⟨?_, ?_⟩, fun ψ hψ => by_contra fun h => lt_irrefl E (hout E ψ hψ h)⟩
    · obtain ⟨ψ, hHψ, hNψ⟩ := hE.1
      exact ⟨ψ, by simpa using (penalised_eigen_iff (μ := μ) (n := n) hNψ).2 hHψ⟩
    · rintro e ⟨ψ, hψ⟩
      by_cases h : N *ᵥ ψ = (n : ℂ) • ψ
      · have hNψ : IsEigen N n ψ := ⟨hψ.1, by rw [h, Complex.ofReal_intCast]⟩
        exact hE.2 ⟨ψ, (penalised_eigen_iff (μ := μ) (n := n) hNψ).1 (by simpa using hψ), hNψ⟩
      · exact (hout e ψ hψ h).le
```

## The sufficient bound and its sharpness

Here `h4` is the inequality $(m-n)^2\geq1$, and `nlinarith` combines it with $\mu\geq0$ and $E_{\min}\leq e$.

```lean
/-- Let `H` commute with a Hermitian `N` of integer spectrum. If `μ` exceeds the lowest energy
of sector `n` minus the lowest energy overall, then `H + μ (N - n)²` selects sector `n`. -/
theorem selectsSector_of_gap {H N : Matrix ι ι ℂ} (hN : N.IsHermitian)
    (hZ : IntegerSpectrum N) (hc : Commute H N) {μ E Emin : ℝ} {n : ℤ}
    (hE : IsSectorEnergy H N n E) (hmin : IsGroundEnergy H Emin) (hμ : E - Emin < μ) :
    SelectsSector H N μ n E := by
  refine (selectsSector_iff hN hZ hc hE).2 ?_
  rintro m hm e ⟨φ, hHφ, -⟩
  have h1 : Emin ≤ e := hmin.2 ⟨φ, hHφ⟩
  have h2 : Emin ≤ E := by
    obtain ⟨ψ, hψ, -⟩ := hE.1
    exact hmin.2 ⟨ψ, hψ⟩
  -- distinct integers differ by at least one
  have h3 : (0 : ℤ) < (m - n) ^ 2 :=
    lt_of_le_of_ne (sq_nonneg _) (pow_ne_zero 2 (sub_ne_zero.mpr hm)).symm
  have h4 : (1 : ℝ) ≤ ((m : ℝ) - n) ^ 2 := by exact_mod_cast h3
  nlinarith [mul_nonneg (show 0 ≤ μ by linarith) (sub_nonneg.mpr h4)]
```

The hypothesis `hatt` places the overall minimum in a neighbouring sector, where the squared distance is one.

```lean
/-- Let `H` commute with a Hermitian `N` of integer spectrum, and let the lowest energy overall
occur with one particle more or less than `n`. Then `H + μ (N - n)²` selects sector `n` if and only
if `μ` exceeds the lowest energy of sector `n` minus the lowest energy overall. -/
theorem selectsSector_iff_gap {H N : Matrix ι ι ℂ} (hN : N.IsHermitian)
    (hZ : IntegerSpectrum N) (hc : Commute H N) {μ E Emin : ℝ} {m n : ℤ}
    (hE : IsSectorEnergy H N n E) (hmin : IsGroundEnergy H Emin)
    (hm : m = n + 1 ∨ m = n - 1) (hatt : ∃ φ, IsEigen H Emin φ ∧ IsEigen N m φ) :
    SelectsSector H N μ n E ↔ E - Emin < μ := by
  refine ⟨fun h => ?_, selectsSector_of_gap hN hZ hc hE hmin⟩
  have h1 := (selectsSector_iff hN hZ hc hE).1 h m (by omega) Emin hatt
  have h2 : ((m : ℝ) - n) ^ 2 = 1 := by
    rcases hm with rfl | rfl <;> push_cast <;> ring
  rw [h2] at h1
  linarith
```

## Two-site hopping as an instance

These are the matrices of the two-qubit example.

```lean
/-- Hopping between two sites, in the occupation basis `00, 01, 10, 11`. -/
def hopping : Matrix (Fin 4) (Fin 4) ℂ :=
  !![0, 0, 0, 0; 0, 0, -1, 0; 0, -1, 0, 0; 0, 0, 0, 0]

/-- The particle number on two sites, in the occupation basis `00, 01, 10, 11`. -/
def number : Matrix (Fin 4) (Fin 4) ℂ :=
  !![0, 0, 0, 0; 0, 1, 0, 0; 0, 0, 1, 0; 0, 0, 0, 2]
```

For $n=2$, the theorem confirms the assumptions of `selectsSector_of_gap` other than the bound on $\mu$, with $E_n=0$ and $E_{\min}=-1$; the bound then reads $\mu>1$. The vector `![0, 1, 1, 0]` is, once normalised, the one-particle state $(|01\rangle+|10\rangle)/\sqrt2$. The lower bounds follow by comparing components of the eigenvalue equations.

```lean
/-- The two-site particle number is Hermitian, has integer spectrum and commutes with the hopping
matrix, whose lowest energy is `0` for two particles and `-1` overall. -/
theorem selectsSector_witness :
    number.IsHermitian ∧ IntegerSpectrum number ∧ Commute hopping number ∧
      IsSectorEnergy hopping number 2 0 ∧ IsGroundEnergy hopping (-1) := by
  have hH : ∀ ψ : Fin 4 → ℂ, hopping *ᵥ ψ = ![0, -ψ 2, -ψ 1, 0] := fun ψ => by
    ext i; fin_cases i <;> simp [hopping, Matrix.mulVec, dotProduct, Fin.sum_univ_four]
  have hN : ∀ ψ : Fin 4 → ℂ, number *ᵥ ψ = ![0, ψ 1, ψ 2, 2 * ψ 3] := fun ψ => by
    ext i; fin_cases i <;> simp [number, Matrix.mulVec, dotProduct, Fin.sum_univ_four]
  refine ⟨?_, ?_, ?_, ⟨?_, ?_⟩, ⟨?_, ?_⟩⟩
  · ext i j; fin_cases i <;> fin_cases j <;> simp [number]
  · rintro a ψ ⟨h0, h⟩
    by_contra hno
    have k : ∀ (m : ℤ) (z : ℂ), (m : ℂ) * z = a * z → z = 0 := fun m z hz => by
      have h1 : ((a : ℂ) - m) * z = 0 := by linear_combination -hz
      rcases mul_eq_zero.mp h1 with h2 | h2
      · exact absurd ⟨m, by exact_mod_cast sub_eq_zero.mp h2⟩ hno
      · exact h2
    rw [hN] at h
    have a0 : 0 = (a : ℂ) * ψ 0 := congrFun h 0
    have a1 : ψ 1 = (a : ℂ) * ψ 1 := congrFun h 1
    have a2 : ψ 2 = (a : ℂ) * ψ 2 := congrFun h 2
    have a3 : 2 * ψ 3 = (a : ℂ) * ψ 3 := congrFun h 3
    apply h0
    ext i
    fin_cases i
    · exact k 0 (ψ 0) (by push_cast; linear_combination a0)
    · exact k 1 (ψ 1) (by push_cast; linear_combination a1)
    · exact k 1 (ψ 2) (by push_cast; linear_combination a2)
    · exact k 2 (ψ 3) (by push_cast; linear_combination a3)
  · change hopping * number = number * hopping
    ext i j
    fin_cases i <;> fin_cases j <;>
      simp [hopping, number, Matrix.mul_apply, Fin.sum_univ_four]
  · refine ⟨![0, 0, 0, 1], ⟨fun h => ?_, ?_⟩, ⟨fun h => ?_, ?_⟩⟩
    · simpa using congrFun h 3
    · rw [hH]; ext i; fin_cases i <;> simp
    · simpa using congrFun h 3
    · rw [hN]; ext i; fin_cases i <;> simp
  · rintro e ⟨ψ, ⟨h0, h⟩, -, h'⟩
    rw [hH] at h
    rw [hN] at h'
    by_contra hlt
    have he : (e : ℂ) ≠ 0 := by exact_mod_cast (not_le.mp hlt).ne
    have b0 : 0 = (e : ℂ) * ψ 0 := congrFun h 0
    have b3 : 0 = (e : ℂ) * ψ 3 := congrFun h 3
    have b1 : ψ 1 = (((2 : ℤ) : ℝ) : ℂ) * ψ 1 := congrFun h' 1
    have b2 : ψ 2 = (((2 : ℤ) : ℝ) : ℂ) * ψ 2 := congrFun h' 2
    push_cast at b1 b2
    apply h0
    ext i
    fin_cases i
    · exact (mul_eq_zero.mp b0.symm).resolve_left he
    · change ψ 1 = 0
      linear_combination -b1
    · change ψ 2 = 0
      linear_combination -b2
    · exact (mul_eq_zero.mp b3.symm).resolve_left he
  · refine ⟨![0, 1, 1, 0], fun h => ?_, ?_⟩
    · simpa using congrFun h 1
    · rw [hH]; ext i; fin_cases i <;> simp
  · rintro e ⟨ψ, h0, h⟩
    rw [hH] at h
    by_contra hlt
    have hlt' : e < -1 := not_le.mp hlt
    have he : (e : ℂ) ≠ 0 := by exact_mod_cast (show e ≠ 0 by linarith)
    have he2 : (e : ℂ) ^ 2 - 1 ≠ 0 := by
      exact_mod_cast (show e ^ 2 - 1 ≠ 0 by nlinarith)
    have b0 : 0 = (e : ℂ) * ψ 0 := congrFun h 0
    have b1 : -ψ 2 = (e : ℂ) * ψ 1 := congrFun h 1
    have b2 : -ψ 1 = (e : ℂ) * ψ 2 := congrFun h 2
    have b3 : 0 = (e : ℂ) * ψ 3 := congrFun h 3
    have c1 : ((e : ℂ) ^ 2 - 1) * ψ 1 = 0 := by linear_combination b2 - (e : ℂ) * b1
    have c2 : ((e : ℂ) ^ 2 - 1) * ψ 2 = 0 := by linear_combination b1 - (e : ℂ) * b2
    apply h0
    ext i
    fin_cases i
    · exact (mul_eq_zero.mp b0.symm).resolve_left he
    · exact (mul_eq_zero.mp c1).resolve_left he2
    · exact (mul_eq_zero.mp c2).resolve_left he2
    · exact (mul_eq_zero.mp b3.symm).resolve_left he

end ParticleNumberPenalty
```

```lean
#print axioms ParticleNumberPenalty.exists_sectorEnergy
#print axioms ParticleNumberPenalty.selectsSector_iff_gap
```

```
'ParticleNumberPenalty.exists_sectorEnergy' depends on axioms: [propext, Classical.choice, Quot.sound]
'ParticleNumberPenalty.selectsSector_iff_gap' depends on axioms: [propext, Classical.choice, Quot.sound]
```
